# Between a linear polariser and analyser, diamond's first-order Raman intensity varies as the crystal turns on a (001) face, but not on a (111) face

For the triply degenerate optical phonon of diamond I use the Raman tensors $R_x = d(yz+zy)$, $R_y = d(zx+xz)$ and $R_z = d(xy+yx)$. Here $x, y, z$ are the cubic axes, and $yz$ stands for the matrix whose only nonzero entry is a 1 in row $y$, column $z$. For incident polarisation $e$ and analyser direction $f$, the intensity is $I(e,f)=\sum_j (f^{T}R_j e)^2$.

With light incident along the normal of a (001) face and the analyser parallel to the polariser, I find that the line disappears every quarter turn of the crystal. On a (111) face the same formula gives a constant. The tensors are plainly tied to the cubic axes, so where does that dependence go? And is the constant parallel value on (111) the largest I can get from any face?

## Where the cubic axes enter

Number the axes $x,y,z$ as $0,1,2$, so that $e=(e_0,e_1,e_2)$ and $R_0,R_1,R_2$ are your $R_x,R_y,R_z$. Polarisations are real vectors, and $|e|^2=e\cdot e$. The real constant $d$ measures how strongly the electronic susceptibility changes when the two sublattices are displaced against each other. Each $R_j$ belongs to displacement along axis $j$.

The cubic axes enter $I$ through a single sum, $\sum_i e_i^2f_i^2$. In the plane perpendicular to $(1,1,1)$ that sum is fixed by the lengths of $e$ and $f$ and the angle between them, so turning the crystal changes nothing. The parallel value there, $d^2$, is not the largest: a unit polarisation along a body diagonal of the cube gives $4d^2/3$.

To see this, apply the tensors. Each one gives a symmetrised product, for example $f^{T}R_0e=d(e_1f_2+e_2f_1)$. Hence

$$\frac{I}{d^2}=(e_1f_2+e_2f_1)^2+(e_0f_2+e_2f_0)^2+(e_0f_1+e_1f_0)^2$$

for $d\neq0$; multiplied through by $d^2$, the identity holds for every $d$, and the same applies below. Expand the squares. The terms $e_i^2f_j^2$ with $i\ne j$ add up to $|e|^2|f|^2-\sum_i e_i^2f_i^2$. The cross terms add up to $(e\cdot f)^2-\sum_i e_i^2f_i^2$. Therefore

$$I=d^2\Big(|e|^2|f|^2+(e\cdot f)^2-2\sum_i e_i^2f_i^2\Big).$$

The first two terms are unchanged when $e$ and $f$ are rotated together. Only the last one refers to the crystal.

## Three faces and the largest parallel signal

**The (001) face.** Take $e=(\cos t,\sin t,0)$ and $f=(\cos s,\sin s,0)$, with both angles measured from $x$. Only $R_2$ contributes, and

$$I=d^2(\cos t\sin s+\sin t\cos s)^2=d^2\sin^2(t+s).$$

Parallel polarisations, $s=t$, give $d^2\sin^2 2t$. Crossed ones, $s=t+\pi/2$, give $d^2\cos^2 2t$. The zeros you see are at the cubic axes.

**The (110) face.** Take $e=\cos t\,z+\sin t\,(x-y)/\sqrt2$, with $t$ now measured from $z$. Write $S=\sin t$ and $C=\cos t$, so $e=(S/\sqrt2,-S/\sqrt2,C)$. In the parallel case the first two squares are $2S^2C^2$ each and the third is $S^4$:

$$\frac{I}{d^2}=4S^2C^2+S^4=S^2(S^2+4C^2)=S^2(1+3C^2).$$

For the crossed case, the analyser is $f=(C/\sqrt2,-C/\sqrt2,-S)$. The first two squares are $(S^2-C^2)^2/2$ each and the third is $S^2C^2$, so

$$\frac{I}{d^2}=(S^2-C^2)^2+S^2C^2=(S^2+C^2)^2-3S^2C^2=1-3S^2C^2.$$

**The (111) face.** Now $e_2=-e_0-e_1$ and $f_2=-f_0-f_1$. Set $a=e_0f_0$, $b=e_1f_1$ and $c=e_0f_1+e_1f_0$. The three symmetrised products are $-(c+2b)$, $-(c+2a)$ and $c$, which gives

$$\frac{I}{d^2}=4a^2+4b^2+3c^2+4(a+b)c.$$

In the same variables,

$$e\cdot f=2a+2b+c,\qquad |e|^2|f|^2=4\big(a^2+b^2+c^2-ab+(a+b)c\big).$$

The second relation uses $|e|^2=2(e_0^2+e_0e_1+e_1^2)$, the same expression for $f$, and $(e_0f_1)(e_1f_0)=ab$. Adding twice $|e|^2|f|^2$ to $(e\cdot f)^2$ gives $12a^2+12b^2+9c^2+12(a+b)c$, which is three times $I/d^2$. So

$$I=\frac{d^2}{3}\big(2|e|^2|f|^2+(e\cdot f)^2\big).$$

For unit vectors, parallel polarisations give $d^2$ and perpendicular ones $2d^2/3$, whatever the orientation of the pair in the face. Comparison with the general formula shows what became of the cubic sum: here $\sum_i e_i^2f_i^2=\big(|e|^2|f|^2+2(e\cdot f)^2\big)/6$.

**The largest parallel signal.** For unit $e$ the general formula becomes $I(e,e)=d^2(2-2\sum_i e_i^4)$. Since $\sum_i e_i^2=1$,

$$\sum_i\Big(e_i^2-\tfrac13\Big)^2=\sum_i e_i^4-\tfrac13,$$

and therefore

$$I(e,e)=d^2\Big(\tfrac43-2\sum_i\big(e_i^2-\tfrac13\big)^2\Big)\le\tfrac43d^2.$$

For $d\ne0$, equality requires every $e_i^2=1/3$. These polarisations lie along the four body diagonals. Two of the diagonals lie in the (110) face, at $\sin^2t=2/3$, and none lies in the (111) face.

## The same statements in Lean

`ramanTensor d` is a family of three real $3\times3$ matrices, indexed by `Fin 3`, whose elements are $0,1,2$. A polarisation has type `Fin 3 → ℝ`, with no normalisation built in. In `intensity`, the symbol `*ᵥ` applies a matrix to a vector and `⬝ᵥ` is the scalar product, so the definition is $\sum_j(f^{T}R_je)^2$ as you wrote it.

The theorems read as follows.

- `intensity_components` and `intensity_eq` give the component form and the form with the cubic sum, for all real $d$, $e$ and $f$.
- `face001` is the law $d^2\sin^2(t+s)$, and `face001_parallel_crossed` gives its two special cases.
- `face110_parallel_crossed` gives the two laws on the face perpendicular to $(1,1,0)$.
- `face111` assumes only that both vectors are perpendicular to $(1,1,1)$. `face111_parallel_crossed` adds the hypotheses that they are orthonormal.
- `parallel_deficit` and `parallel_max` assume a unit vector, `e ⬝ᵥ e = 1`. The equality condition also assumes $d\neq0$, because for $d=0$ the intensity and its bound are both zero for every $e$.

The form of the tensors is put in as a definition and is not derived from the symmetry of the crystal. Squaring before summing means that the three phonons contribute incoherently, and giving them equal weight in one line relies on their degeneracy. Factors common to all polarisations, such as the frequency and thermal factors, are left out. What remains for the experimenter is to identify $I$ with the measured strength of the line, with $e$ and $f$ taken as the field directions inside the crystal.

Within this model of one real constant and three degenerate modes, the angular laws can be compared with polarised spectra simulated from susceptibility derivatives that an electronic-structure calculation supplies.

```lean
import Mathlib

open Matrix

namespace DiamondRaman

noncomputable section

/-- The three Raman tensors of the diamond phonon in the cubic axes: `d (yz + zy)`,
`d (zx + xz)` and `d (xy + yx)`. -/
def ramanTensor (d : ℝ) : Fin 3 → Matrix (Fin 3) (Fin 3) ℝ :=
  ![!![0, 0, 0; 0, 0, d; 0, d, 0],
    !![0, 0, d; 0, 0, 0; d, 0, 0],
    !![0, d, 0; d, 0, 0; 0, 0, 0]]

/-- Raman intensity for incident polarisation `e` and analyser direction `f`, summed over
the three degenerate phonons. -/
def intensity (d : ℝ) (e f : Fin 3 → ℝ) : ℝ :=
  ∑ j, (f ⬝ᵥ (ramanTensor d j *ᵥ e)) ^ 2

/-- The intensity written out in Cartesian components: each phonon contributes `d²` times the square
of one symmetrised product of polarisation components. -/
theorem intensity_components (d : ℝ) (e f : Fin 3 → ℝ) :
    intensity d e f = d ^ 2 * ((e 1 * f 2 + e 2 * f 1) ^ 2
      + (e 0 * f 2 + e 2 * f 0) ^ 2 + (e 0 * f 1 + e 1 * f 0) ^ 2) := by
  simp [intensity, ramanTensor, Matrix.mulVec, dotProduct, Fin.sum_univ_three]
  ring

/-- The Raman intensity for arbitrary real polarisations is an isotropic part minus a cubic
anisotropy `2 d² ∑ eᵢ² fᵢ²`. -/
theorem intensity_eq (d : ℝ) (e f : Fin 3 → ℝ) :
    intensity d e f = d ^ 2 * ((e ⬝ᵥ e) * (f ⬝ᵥ f) + (e ⬝ᵥ f) ^ 2
      - 2 * ∑ i, e i ^ 2 * f i ^ 2) := by
  rw [intensity_components]
  simp only [dotProduct, Fin.sum_univ_three]
  ring

/-- On the (001) face, with polariser at angle `t` and analyser at angle `s` from the cubic
`x` axis, the intensity is `d² sin²(t + s)`. -/
theorem face001 (d t s : ℝ) :
    intensity d ![Real.cos t, Real.sin t, 0] ![Real.cos s, Real.sin s, 0]
      = d ^ 2 * Real.sin (t + s) ^ 2 := by
  simp only [intensity_components, Matrix.cons_val_zero, Matrix.cons_val_one, Matrix.cons_val]
  rw [Real.sin_add]
  ring

/-- On the (001) face the parallel intensity is `d² sin² 2t` and the crossed intensity is
`d² cos² 2t`, where `t` is the angle of the polariser from the cubic `x` axis. -/
theorem face001_parallel_crossed (d t : ℝ) :
    intensity d ![Real.cos t, Real.sin t, 0] ![Real.cos t, Real.sin t, 0]
        = d ^ 2 * Real.sin (2 * t) ^ 2 ∧
    intensity d ![Real.cos t, Real.sin t, 0] ![-Real.sin t, Real.cos t, 0]
        = d ^ 2 * Real.cos (2 * t) ^ 2 := by
  constructor
  · rw [face001, two_mul]
  · simp only [intensity_components, Matrix.cons_val_zero, Matrix.cons_val_one, Matrix.cons_val]
    rw [Real.cos_two_mul']
    ring

/-- For polarisation `cos t z + sin t (x - y)/√2` the parallel intensity is
`d² sin² t (1 + 3 cos² t)`; with the analyser turned by a right angle in the same plane it is
`d² (1 - 3 sin² t cos² t)`. -/
theorem face110_parallel_crossed (d t : ℝ) :
    intensity d ![Real.sin t / Real.sqrt 2, -(Real.sin t / Real.sqrt 2), Real.cos t]
        ![Real.sin t / Real.sqrt 2, -(Real.sin t / Real.sqrt 2), Real.cos t]
      = d ^ 2 * (Real.sin t ^ 2 * (1 + 3 * Real.cos t ^ 2)) ∧
    intensity d ![Real.sin t / Real.sqrt 2, -(Real.sin t / Real.sqrt 2), Real.cos t]
        ![Real.cos t / Real.sqrt 2, -(Real.cos t / Real.sqrt 2), -Real.sin t]
      = d ^ 2 * (1 - 3 * Real.sin t ^ 2 * Real.cos t ^ 2) := by
  have hr : ((Real.sqrt 2)⁻¹) ^ 2 = 1 / 2 := by
    rw [inv_pow, Real.sq_sqrt (by norm_num)]
    norm_num
  have h := Real.sin_sq_add_cos_sq t
  simp only [intensity_components, Matrix.cons_val_zero, Matrix.cons_val_one, Matrix.cons_val,
    div_eq_mul_inv (Real.sin t), div_eq_mul_inv (Real.cos t)]
  -- only the square of `r = 1/√2` matters from here on
  generalize (Real.sqrt 2)⁻¹ = r at hr ⊢
  generalize Real.sin t = s at h ⊢
  generalize Real.cos t = c at h ⊢
  constructor
  · linear_combination d ^ 2 * (8 * s ^ 2 * c ^ 2 + 4 * s ^ 4 * (r ^ 2 + 1 / 2)) * hr
      + d ^ 2 * s ^ 2 * h
  · linear_combination d ^ 2 * (2 * (s ^ 2 - c ^ 2) ^ 2
      + 4 * s ^ 2 * c ^ 2 * (r ^ 2 + 1 / 2)) * hr + d ^ 2 * (s ^ 2 + c ^ 2 + 1) * h

/-- For polarisations `e` and `f` perpendicular to (1,1,1), the intensity depends only on their
lengths and their scalar product. -/
theorem face111 (d : ℝ) (e f : Fin 3 → ℝ)
    (he : e ⬝ᵥ ![1, 1, 1] = 0) (hf : f ⬝ᵥ ![1, 1, 1] = 0) :
    intensity d e f = d ^ 2 * (2 * (e ⬝ᵥ e) * (f ⬝ᵥ f) + (e ⬝ᵥ f) ^ 2) / 3 := by
  -- eliminate the third component of each polarisation
  have he2 : e 2 = -e 0 - e 1 := by
    simp [dotProduct, Fin.sum_univ_three] at he
    linarith
  have hf2 : f 2 = -f 0 - f 1 := by
    simp [dotProduct, Fin.sum_univ_three] at hf
    linarith
  rw [intensity_components]
  simp only [dotProduct, Fin.sum_univ_three]
  rw [he2, hf2]
  ring

/-- For orthonormal `e` and `f` perpendicular to (1,1,1), the parallel intensity is `d²` and
the crossed intensity is `2d²/3`. -/
theorem face111_parallel_crossed (d : ℝ) (e f : Fin 3 → ℝ)
    (he : e ⬝ᵥ ![1, 1, 1] = 0) (hf : f ⬝ᵥ ![1, 1, 1] = 0)
    (hee : e ⬝ᵥ e = 1) (hff : f ⬝ᵥ f = 1) (hef : e ⬝ᵥ f = 0) :
    intensity d e e = d ^ 2 ∧ intensity d e f = 2 * d ^ 2 / 3 := by
  constructor
  · rw [face111 d e e he he, hee]
    ring
  · rw [face111 d e f he hf, hee, hff, hef]
    ring

/-- For a unit polarisation `e`, the parallel intensity falls short of `4d²/3` by
`2d² ∑ (eᵢ² - 1/3)²`. -/
theorem parallel_deficit (d : ℝ) (e : Fin 3 → ℝ) (hee : e ⬝ᵥ e = 1) :
    intensity d e e = d ^ 2 * (4 / 3 - 2 * ∑ i, (e i ^ 2 - 1 / 3) ^ 2) := by
  rw [intensity_components]
  simp only [dotProduct, Fin.sum_univ_three] at hee ⊢
  linear_combination d ^ 2 * (2 * (e 0 ^ 2 + e 1 ^ 2 + e 2 ^ 2) + 2 / 3) * hee

/-- For a unit polarisation the parallel intensity is at most `4d²/3`; if `d ≠ 0`, this value is
reached exactly when `e` lies along a body diagonal of the cube, `eᵢ² = 1/3` for each `i`. -/
theorem parallel_max (d : ℝ) (e : Fin 3 → ℝ) (hee : e ⬝ᵥ e = 1) :
    intensity d e e ≤ 4 / 3 * d ^ 2 ∧
    (d ≠ 0 → (intensity d e e = 4 / 3 * d ^ 2 ↔ ∀ i, e i ^ 2 = 1 / 3)) := by
  rw [parallel_deficit d e hee]
  have hnn : 0 ≤ ∑ i, (e i ^ 2 - 1 / 3) ^ 2 := Finset.sum_nonneg fun i _ => sq_nonneg _
  refine ⟨by nlinarith [mul_nonneg (sq_nonneg d) hnn], fun hd => ⟨fun h i => ?_, fun h => ?_⟩⟩
  · -- at the maximum the sum of squares vanishes, hence each term does
    have hq : d ^ 2 * ∑ i, (e i ^ 2 - 1 / 3) ^ 2 = 0 := by
      linear_combination (-1 / 2) * h
    have hQ := (mul_eq_zero.1 hq).resolve_left (pow_ne_zero 2 hd)
    have hi := (Finset.sum_eq_zero_iff_of_nonneg (fun i _ => sq_nonneg _)).1 hQ i
      (Finset.mem_univ i)
    have hi' := (pow_eq_zero_iff two_ne_zero).1 hi
    linarith
  · have hQ : ∑ i, (e i ^ 2 - 1 / 3) ^ 2 = 0 :=
      Finset.sum_eq_zero fun i _ => by rw [h i]; norm_num
    rw [hQ]
    ring

end

end DiamondRaman
```

```lean
#print axioms DiamondRaman.face001
-- 'DiamondRaman.face001' depends on axioms: [propext, Classical.choice, Quot.sound]
#print axioms DiamondRaman.face001_parallel_crossed
-- 'DiamondRaman.face001_parallel_crossed' depends on axioms: [propext, Classical.choice, Quot.sound]
#print axioms DiamondRaman.face111_parallel_crossed
-- 'DiamondRaman.face111_parallel_crossed' depends on axioms: [propext, Classical.choice, Quot.sound]
#print axioms DiamondRaman.parallel_max
-- 'DiamondRaman.parallel_max' depends on axioms: [propext, Classical.choice, Quot.sound]
```

## From the algebra to the Lean proofs

`intensity_components` carries out the matrix products. The `simp` call unfolds the definitions and writes out the sums over three indices, and `ring` collects the factor $d^2$. Most later proofs start from this lemma. `intensity_eq` needs only the regrouping of squares and cross terms, which `ring` confirms.

For the (001) face, `Real.sin_add` supplies the addition formula. The parallel law is `face001` with both angles equal. In the crossed law the analyser is written as $(-\sin t,\cos t,0)$, so the proof returns to components, finds $\cos^2t-\sin^2t$, and recognises it through `Real.cos_two_mul'`.

For the (110) face, the proof replaces $1/\sqrt2$ by a letter `r` with $r^2=1/2$, and the sine and cosine by letters `s` and `c` with $s^2+c^2=1$. What is left is a polynomial identity that holds because of these two relations. Each `linear_combination` states which multiples of them to add. In the parallel case, the term `d ^ 2 * s ^ 2 * h` is the step from $S^2(S^2+4C^2)$ to $S^2(1+3C^2)$.

`face111` solves the two perpendicularity conditions for `e 2` and `f 2`, as above, and substitutes. `ring` then does the comparison that the letters $a,b,c$ organised. The orthonormal case follows by inserting the given scalar products.

`parallel_deficit` uses the unit length through one `linear_combination`. With $n=e\cdot e$, the two sides differ by $d^2(2n+\tfrac23)(n-1)$, which vanishes at $n=1$. In `parallel_max` the bound follows because a sum of squares is non-negative. If the bound is attained, $d^2$ times that sum is zero. As $d\ne0$, the sum itself vanishes, then each of its terms, and so $e_i^2=1/3$. Conversely, these values make the sum zero.

## Circular polarisation

The intensity could also have been defined for complex polarisation vectors, as $\sum_j|f^{\dagger}R_je|^2$, where $f^\dagger$ is the conjugate transpose. This would admit circularly polarised light. The same expansion then leads to

$$I=d^2\Big(|e|^2|f|^2+\Big|\sum_i e_if_i\Big|^2-2\sum_i|e_i|^2|f_i|^2\Big),$$

where $|e|^2=\sum_i|e_i|^2$ and the middle sum contains no complex conjugate. For $e=(1,i,0)/\sqrt2$ on the (001) face, the analyser $f=e$ gives zero and its complex conjugate gives $d^2$. The Lean definition takes real vectors, so this version would need a proof of its own.
